# The phase velocity of a Bogoliubov excitation is √(c² + (k/2m)²) in units with ħ = 1

In the Bogoliubov description of a condensate, an excitation of wave number k has energy E = √(ε(ε + 2g)), where ε = k²/(2m) is the kinetic energy of a free particle and g is the interaction energy, coupling times density. The theorem `phase_velocity` states that E/k = √(c² + (k/2m)²), where c = √(g/m) is the speed of sound, for m > 0, g ≥ 0 and k > 0, in units with ħ = 1. The formula for E is taken as a definition and is not derived from a Hamiltonian. The proof first shows, in the step `h`, that the expression under the root equals (E/k)², using the earlier lemma `dispersion_sq` for E². It then takes the square root, which gives E/k because E/k is not negative.

The first attempt, which Lean rejects:

```lean
import Mathlib

open Filter Topology

namespace PhaseVelocity

noncomputable section

/-- Kinetic energy `k² / (2m)` of a free particle of mass `m ≠ 0` and wave number `k`,
in units with `ħ = 1`. -/
def kinetic (m k : ℝ) : ℝ := k ^ 2 / (2 * m)

/-- Bogoliubov excitation energy `√(ε (ε + 2g))`, where `ε` is the kinetic energy and `g` the
interaction energy (coupling times density), for `m > 0` and `g ≥ 0`. -/
def dispersion (m g k : ℝ) : ℝ := √(kinetic m k * (kinetic m k + 2 * g))

/-- The speed of sound `√(g / m)` of the condensate, for `m > 0` and `g ≥ 0`. -/
def soundSpeed (m g : ℝ) : ℝ := √(g / m)

variable {m g k : ℝ}

/-- For `m > 0` and `g ≥ 0` the squared excitation energy is the sum of the squared phonon energy
`c k` and the squared kinetic energy. -/
theorem dispersion_sq (hm : 0 < m) (hg : 0 ≤ g) (k : ℝ) :
    dispersion m g k ^ 2 = (soundSpeed m g * k) ^ 2 + kinetic m k ^ 2 := by
  have hε : 0 ≤ kinetic m k := by unfold kinetic; positivity
  have hE : dispersion m g k ^ 2 = kinetic m k * (kinetic m k + 2 * g) :=
    Real.sq_sqrt (by positivity)
  have hc : soundSpeed m g ^ 2 = g / m := Real.sq_sqrt (by positivity)
  rw [hE, mul_pow, hc]
  unfold kinetic
  ring

/-- For `m > 0`, `g ≥ 0` and `k > 0` the phase velocity of an excitation is
`√(c² + (k / 2m)²)`, with `c` the speed of sound. -/
theorem phase_velocity (hm : 0 < m) (hg : 0 ≤ g) (hk : 0 < k) :
    dispersion m g k / k = √(soundSpeed m g ^ 2 + (k / (2 * m)) ^ 2) := by
  have hE : 0 ≤ dispersion m g k := Real.sqrt_nonneg _
  have h : soundSpeed m g ^ 2 + (k / (2 * m)) ^ 2 = (dispersion m g k / k) ^ 2 := by
    rw [div_pow, eq_div_iff (pow_ne_zero 2 hk.ne'), dispersion_sq hm hg]
    unfold kinetic
    ring
  rw [h, Real.sqrt_sq (div_nonneg hE hk.le)]

end

end PhaseVelocity
```

The compiler's answer:

```
Main.lean:40:17: error: Tactic `rewrite` failed: Did not find an occurrence of the pattern
  ?m.127 = ?m.125 / k ^ 2
in the target expression
  soundSpeed m g ^ 2 + k ^ 2 / (2 * m) ^ 2 = (dispersion m g k / k) ^ 2

m g k : ℝ
hm : 0 < m
hg : 0 ≤ g
hk : 0 < k
hE : 0 ≤ dispersion m g k
⊢ soundSpeed m g ^ 2 + k ^ 2 / (2 * m) ^ 2 = (dispersion m g k / k) ^ 2
```

Diagnosis. The error says that `eq_div_iff` needs an equation whose right side is a quotient with denominator `k ^ 2`, and that the goal has none. The right side is still `(dispersion m g k / k) ^ 2`, a power of a quotient.

The rewrite with `div_pow` just before was meant to turn that power into a quotient of powers, but it acted on the other side. Without arguments, `div_pow` fits any power of a quotient, and the goal holds two. `rw` settles on the first match it finds and rewrites only instances of that one. Here it chose `(k / (2 * m)) ^ 2`, which the message shows as `k ^ 2 / (2 * m) ^ 2`.

The repair gives `div_pow` its numerator and denominator, `dispersion m g k` and `k`, so that only the power on the right fits. That side becomes `dispersion m g k ^ 2 / k ^ 2`, which is the form `eq_div_iff` needs.

After these edits no error is left:

```diff
@@ -38,5 +38,5 @@
   have hE : 0 ≤ dispersion m g k := Real.sqrt_nonneg _
   have h : soundSpeed m g ^ 2 + (k / (2 * m)) ^ 2 = (dispersion m g k / k) ^ 2 := by
-    rw [div_pow, eq_div_iff (pow_ne_zero 2 hk.ne'), dispersion_sq hm hg]
+    rw [div_pow (dispersion m g k) k, eq_div_iff (pow_ne_zero 2 hk.ne'), dispersion_sq hm hg]
     unfold kinetic
     ring
```
